# Balanced fragment counts cancel transferable errors in a reaction energy

To estimate the enthalpy of formation of propane with an approximate electronic-structure method, one can compute the energy of propane + methane → 2 ethane, add vibrational and thermal corrections to obtain a reaction enthalpy, and combine it with known enthalpies of formation for methane and ethane. The estimate benefits when the method's errors in the energy largely cancel between the two sides. In a model where each species' error is a sum of transferable fragment errors plus a bounded remainder, the fragment errors cancel whatever their values exactly when the reaction conserves the number of fragments of each type. The remainders then set a worst-case bound on the error.

## Errors carried by fragments

Let species $s$ contain $n_{sf}$ fragments of type $f$, for example bonds of one kind. Its energy error is modelled as

$$\delta_s=\sum_f n_{sf}e_f+r_s,$$

where $e_f$ is the same in every molecule and $r_s$ is specific to the species. With coefficients $\nu_s$, positive for products and negative for reactants, the reaction error is $E=\sum_s\nu_s\delta_s$.

In Lean, `S` and `F` are finite types of species and fragments, `n` has natural-number values, and the energies and coefficients are real. The fragments are whatever the user chooses to count.

```lean
import Mathlib

open Finset

namespace IsodesmicCancellation

noncomputable section

variable {S F : Type*} [Fintype S] [Fintype F]

/-- The error of each species: its fragment counts times the errors per fragment,
plus a remainder specific to the species. -/
def speciesError (n : S → F → ℕ) (e : F → ℝ) (r : S → ℝ) (s : S) : ℝ :=
  ∑ f, (n s f : ℝ) * e f + r s

/-- The error of a reaction energy: species errors weighted by the signed
stoichiometric coefficients. -/
def reactionError (ν δ : S → ℝ) : ℝ := ∑ s, ν s * δ s

/-- The net change in the number of fragments of type `f` in the reaction. -/
def fragmentImbalance (n : S → F → ℕ) (ν : S → ℝ) (f : F) : ℝ :=
  ∑ s, ν s * (n s f : ℝ)

/-- A reaction is balanced in fragments when the number of each type is conserved. -/
def IsFragmentBalanced (n : S → F → ℕ) (ν : S → ℝ) : Prop :=
  ∀ f, fragmentImbalance n ν f = 0
```

The imbalance $b_f=\sum_s\nu_s n_{sf}$ is the net change in the number of fragments $f$. Exchanging the two finite sums gives

$$E=\sum_s\nu_s\Big(\sum_f n_{sf}e_f+r_s\Big)=\sum_f b_f e_f+\sum_s\nu_s r_s.$$

The proof distributes the products and exchanges the sums with `Finset.sum_comm`. Transferability enters here: if $e_f$ differed between molecules, it could not be taken out of the sum over species. Such differences belong in $r_s$.

```lean
/-- The reaction error splits into a part from the fragment imbalances and a part
from the species remainders. -/
theorem reactionError_split (n : S → F → ℕ) (ν r : S → ℝ) (e : F → ℝ) :
    reactionError ν (speciesError n e r) =
      ∑ f, fragmentImbalance n ν f * e f + ∑ s, ν s * r s := by
  simp only [reactionError, speciesError, fragmentImbalance, mul_add,
    Finset.sum_add_distrib, Finset.mul_sum, Finset.sum_mul]
  congr 1
  -- sum over species first, then over fragments
  rw [Finset.sum_comm]
  exact Finset.sum_congr rfl fun f _ => Finset.sum_congr rfl fun s _ => by ring
```

## Remainders of magnitude at most $d$

The hypothesis `hr` says $|r_s|\le d$ for every species. Physically, $d$ limits what the fragment picture misses, such as strain or long-range interactions that the method treats poorly. It is assumed, not derived from an electronic-structure method. By hand, it enters after the triangle inequality:

$$\Big|\sum_s\nu_s r_s\Big|\le\sum_s|\nu_s||r_s|\le d\sum_s|\nu_s|.$$

The `calc` chain below takes the same steps for general weights.

Without this hypothesis the bound fails even for a balanced reaction. In the propane reaction, let ethane have remainder $R$ and the other two species zero. The error is then $2R$, which can be as large as one likes.

```lean
/-- A weighted sum of errors, each of magnitude at most `c`, has magnitude at most `c` times the sum
of the absolute weights. -/
theorem abs_weighted_sum_le {ι : Type*} [Fintype ι] (a b : ι → ℝ) (c : ℝ)
    (hb : ∀ i, |b i| ≤ c) : |∑ i, a i * b i| ≤ c * ∑ i, |a i| := by
  calc |∑ i, a i * b i| ≤ ∑ i, |a i * b i| := Finset.abs_sum_le_sum_abs _ _
    _ ≤ ∑ i, c * |a i| := by
        apply Finset.sum_le_sum
        intro i _
        rw [abs_mul, mul_comm]
        exact mul_le_mul_of_nonneg_right (hb i) (abs_nonneg _)
    _ = c * ∑ i, |a i| := by rw [Finset.mul_sum]
```

## Conservation of every fragment type

`IsFragmentBalanced` means $b_f=0$ for all $f$. When the fragments are the bonds of each formal type, such a reaction is called isodesmic. The main theorem first shows that, with the remainders held fixed, this is equivalent to $E$ being independent of the fragment errors. If $E$ is independent, compare $e_f=1$, all other fragment errors zero, with $e=0$. The split gives

$$b_f+\sum_s\nu_s r_s=\sum_s\nu_s r_s,$$

so $b_f=0$. Lean makes this comparison with `Pi.single f 1`. Conversely, if all $b_f$ vanish, the split leaves only the remainders. This equivalence does not use `hr`; the bound in the second part does.

```lean
/-- **Isodesmic cancellation.** With species remainders of magnitude at most `d`, the reaction error
is independent of the fragment errors exactly when every fragment count balances, and its magnitude
is then at most `d` times the sum of the absolute coefficients. -/
theorem isodesmic_cancellation (n : S → F → ℕ) (ν r : S → ℝ) (d : ℝ)
    (hr : ∀ s, |r s| ≤ d) :
    ((∀ e e' : F → ℝ, reactionError ν (speciesError n e r) =
        reactionError ν (speciesError n e' r)) ↔ IsFragmentBalanced n ν) ∧
    (IsFragmentBalanced n ν → ∀ e : F → ℝ,
      |reactionError ν (speciesError n e r)| ≤ d * ∑ s, |ν s|) := by
  classical
  refine ⟨⟨fun h f => ?_, fun h e e' => ?_⟩, fun h e => ?_⟩
  · -- compare a unit error on fragment `f` with no fragment error at all
    have key := h (Pi.single f 1) 0
    rw [reactionError_split, reactionError_split] at key
    simpa [Pi.single_apply] using key
  · rw [reactionError_split, reactionError_split]
    simp [h _]
  · -- only the remainders survive
    have key : reactionError ν (speciesError n e r) = ∑ s, ν s * r s := by
      rw [reactionError_split]
      simp [h _]
    rw [key]
    exact abs_weighted_sum_le ν r d hr
```

For a balanced reaction and $d\ge0$, the bound is attained. Choose $r_s=d$ when $\nu_s\ge0$ and $r_s=-d$ otherwise; then $\nu_s r_s=d|\nu_s|$ in each term. The proof checks the two signs separately.

```lean
/-- For a balanced reaction and `d ≥ 0`, some remainders of magnitude at most `d` give a reaction
error equal to `d` times the sum of the absolute coefficients, whatever the fragment errors. -/
theorem bound_attained (n : S → F → ℕ) (ν : S → ℝ) (d : ℝ) (hd : 0 ≤ d)
    (h : IsFragmentBalanced n ν) :
    ∃ r : S → ℝ, (∀ s, |r s| ≤ d) ∧
      ∀ e : F → ℝ, reactionError ν (speciesError n e r) = d * ∑ s, |ν s| := by
  -- each remainder takes the sign of its coefficient
  refine ⟨fun s => if 0 ≤ ν s then d else -d, fun s => ?_, fun e => ?_⟩
  · dsimp only
    split_ifs
    · rw [abs_of_nonneg hd]
    · rw [abs_neg, abs_of_nonneg hd]
  · rw [reactionError_split, Finset.mul_sum]
    have hz : ∑ f, fragmentImbalance n ν f * e f = 0 :=
      Finset.sum_eq_zero fun f _ => by rw [h f, zero_mul]
    rw [hz, zero_add]
    apply Finset.sum_congr rfl
    intro s _
    split_ifs with hs
    · rw [abs_of_nonneg hs]; ring
    · rw [abs_of_neg (not_le.mp hs)]; ring
```

Without balance, a small $d$ gives no protection. For ethane + H₂ → 2 methane, with C–C, C–H and H–H bonds as fragments and all remainders zero,

$$E=-e_{\mathrm{CC}}+2e_{\mathrm{CH}}-e_{\mathrm{HH}}.$$

Setting $e_{\mathrm{CC}}=-x$ and the others to zero gives $E=x$ for any $x$. In general, pick $f$ with $b_f\ne0$, set $e_f=(x-\sum_s\nu_s r_s)/b_f$ and all other fragment errors to zero. The proof uses this choice, and `Finset.sum_eq_single` isolates the surviving term.

```lean
/-- If some fragment count does not balance, the reaction error takes every real value
as the fragment errors vary. -/
theorem unbalanced_error_arbitrary (n : S → F → ℕ) (ν r : S → ℝ)
    (h : ¬ IsFragmentBalanced n ν) (x : ℝ) :
    ∃ e : F → ℝ, reactionError ν (speciesError n e r) = x := by
  classical
  obtain ⟨f, hf⟩ := not_forall.mp h
  -- put the whole required error on one unbalanced fragment
  refine ⟨Pi.single f ((x - ∑ s, ν s * r s) / fragmentImbalance n ν f), ?_⟩
  rw [reactionError_split]
  have key : ∑ g, fragmentImbalance n ν g *
      (Pi.single f ((x - ∑ s, ν s * r s) / fragmentImbalance n ν f) : F → ℝ) g =
      x - ∑ s, ν s * r s := by
    rw [Finset.sum_eq_single f]
    · rw [Pi.single_eq_same, mul_div_cancel₀ _ hf]
    · intro g _ hg
      rw [Pi.single_eq_of_ne hg, mul_zero]
    · intro hn
      exact absurd (Finset.mem_univ f) hn
  rw [key]
  ring
```

## Fragment errors of magnitude at most $\varepsilon$

If balance is only approximate, limiting the remainders is not enough to bound the error. A sufficient further hypothesis is `he`, $|e_f|\le\varepsilon$: the method's error per fragment is limited. Applying the triangle inequality to both parts of the split gives

$$|E|\le\varepsilon\sum_f|b_f|+d\sum_s|\nu_s|.$$

The proof applies `abs_weighted_sum_le` once to each part. Without `he`, the preceding counter-example applies.

```lean
/-- With fragment errors of magnitude at most `ε` and remainders at most `d`, the reaction error has
magnitude at most `ε` times the sum of the absolute fragment imbalances plus `d` times the sum of
the absolute coefficients. -/
theorem imperfect_balance_bound (n : S → F → ℕ) (ν r : S → ℝ) (e : F → ℝ) (ε d : ℝ)
    (he : ∀ f, |e f| ≤ ε) (hr : ∀ s, |r s| ≤ d) :
    |reactionError ν (speciesError n e r)| ≤
      ε * ∑ f, |fragmentImbalance n ν f| + d * ∑ s, |ν s| := by
  rw [reactionError_split]
  exact (abs_add_le _ _).trans
    (add_le_add (abs_weighted_sum_le _ e ε he) (abs_weighted_sum_le ν r d hr))
```

## Propane and methane to ethane

The (C–C, C–H) counts are $(2,8)$ for propane, $(0,4)$ for methane and $(1,6)$ for ethane. With coefficients $-1,-1,2$, the imbalances are $-2-0+2=0$ and $-8-4+12=0$. Since $\sum_s|\nu_s|=4$, the error is at most $4d$. Lean checks the two bond types by `fin_cases`, evaluates the sums, and applies the main theorem.

```lean
/-- Numbers of C–C and C–H bonds in propane, methane and ethane, in this order. -/
def alkaneBonds : Fin 3 → Fin 2 → ℕ := ![![2, 8], ![0, 4], ![1, 6]]

/-- Coefficients of the reaction propane + methane → 2 ethane. -/
def bondSeparation : Fin 3 → ℝ := ![-1, -1, 2]

/-- The reaction propane + methane → 2 ethane conserves C–C and C–H bonds, and if every species
remainder has magnitude at most `d`, its error has magnitude at most `4 * d`. -/
theorem propane_bond_separation (e : Fin 2 → ℝ) (r : Fin 3 → ℝ) (d : ℝ)
    (hr : ∀ s, |r s| ≤ d) :
    IsFragmentBalanced alkaneBonds bondSeparation ∧
      |reactionError bondSeparation (speciesError alkaneBonds e r)| ≤ 4 * d := by
  have hbal : IsFragmentBalanced alkaneBonds bondSeparation := by
    intro f
    fin_cases f <;>
      norm_num [fragmentImbalance, alkaneBonds, bondSeparation, Fin.sum_univ_succ]
  have hsum : ∑ s, |bondSeparation s| = 4 := by
    norm_num [bondSeparation, Fin.sum_univ_succ]
  have hbound := (isodesmic_cancellation alkaneBonds bondSeparation r d hr).2 hbal e
  rw [hsum] at hbound
  exact ⟨hbal, by linarith⟩

end

end IsodesmicCancellation
```

```lean
#print axioms IsodesmicCancellation.isodesmic_cancellation
#print axioms IsodesmicCancellation.unbalanced_error_arbitrary
#print axioms IsodesmicCancellation.imperfect_balance_bound
#print axioms IsodesmicCancellation.propane_bond_separation
```

```
'IsodesmicCancellation.isodesmic_cancellation' depends on axioms: [propext, Classical.choice, Quot.sound]
'IsodesmicCancellation.unbalanced_error_arbitrary' depends on axioms: [propext, Classical.choice, Quot.sound]
'IsodesmicCancellation.imperfect_balance_bound' depends on axioms: [propext, Classical.choice, Quot.sound]
'IsodesmicCancellation.propane_bond_separation' depends on axioms: [propext, Classical.choice, Quot.sound]
```
